# For Hermitian H and P, the first-order energy change vanishes in every anti-Hermitian direction exactly when H and P commute

All matrices are square, with entries in $\mathbb{R}$ or $\mathbb{C}$ and rows and columns labelled by a finite set. In Lean the field is `𝕜` and the label set is `n`. The class `RCLike 𝕜` covers the real and the complex case together. The dagger $A^\dagger$, written `Aᴴ`, is the conjugate transpose, which for real matrices is the transpose. A matrix is Hermitian if $A^\dagger=A$ and anti-Hermitian if $A^\dagger=-A$; over $\mathbb{R}$ these words mean symmetric and antisymmetric.

The opened norm on matrices lets Lean speak of derivatives of matrix-valued functions.

```lean
import Mathlib

open Matrix
open scoped Matrix.Norms.Operator

namespace SelfConsistency

noncomputable section

variable {𝕜 n : Type*} [RCLike 𝕜] [Fintype n] [DecidableEq n]
```

The matrix $H$ is a one-particle Hamiltonian in an orthonormal basis, and $P$ is the density matrix. The energy is
$$E(P)=\operatorname{tr}(HP).$$
There is no spin factor and no electron-electron interaction: $H$ stays the same when $P$ changes.

```lean
/-- The energy `tr(HP)` of the density matrix `P` for the Hamiltonian `H`. -/
def energy (H P : Matrix n n 𝕜) : 𝕜 := trace (H * P)
```

An orbital rotation with generator $K$ replaces $P$ by $e^{K}Pe^{-K}$. The definition accepts any $K$; the condition $K^\dagger=-K$, which makes $e^K$ unitary (orthogonal over $\mathbb{R}$), is stated as a hypothesis wherever it is used.

```lean
/-- The density matrix `P` after the orbital rotation `exp K`. -/
def rotate (K P : Matrix n n 𝕜) : Matrix n n 𝕜 :=
  NormedSpace.exp K * P * NormedSpace.exp (-K)
```

The last definition gives a name to a trace,
$$\Delta(K)=\operatorname{tr}\bigl(H(KP-PK)\bigr).$$
Part (b) connects it with the energy.

```lean
/-- The first-order energy change `tr(H(KP - PK))` in the direction `K`. -/
def firstOrderChange (H P K : Matrix n n 𝕜) : 𝕜 := trace (H * (K * P - P * K))
```

## (a) Rotating a projector

**Task.** Let $K^\dagger=-K$, $P^\dagger=P$ and $P^2=P$, and write $P'=e^KPe^{-K}$. Show that
$$P'^\dagger=P',\qquad P'^2=P',\qquad \operatorname{tr}P'=\operatorname{tr}P.$$

**Solution.** Since $K$ and $-K$ commute, $e^{-K}e^{K}=e^{0}=1$. Taking the adjoint of the exponential series term by term gives $(e^{K})^\dagger=e^{K^\dagger}=e^{-K}$, and likewise $(e^{-K})^\dagger=e^{K}$. Therefore
$$P'^\dagger=(e^{-K})^\dagger P^\dagger (e^{K})^\dagger=e^{K}Pe^{-K}=P'.$$
In the square, the inner exponentials cancel:
$$P'^2=e^KP\,(e^{-K}e^K)\,Pe^{-K}=e^KP^2e^{-K}=P'.$$
Cyclicity of the trace gives $\operatorname{tr}P'=\operatorname{tr}(e^{-K}e^KP)=\operatorname{tr}P$.

The trace of a projector is the number of occupied orbitals, so these rotations keep the electron number fixed. In the Lean proof, `inv` is the cancellation $e^{-K}e^K=1$, and the three bullets are the three equations in the same order.

```lean
/-- A rotation with anti-Hermitian generator turns a Hermitian projector into a Hermitian
projector with the same trace. -/
theorem rotate_projector {K P : Matrix n n 𝕜} (hK : Kᴴ = -K) (hP : P.IsHermitian)
    (hPP : P * P = P) :
    (rotate K P).IsHermitian ∧ rotate K P * rotate K P = rotate K P ∧
      trace (rotate K P) = trace P := by
  have inv : NormedSpace.exp (-K) * NormedSpace.exp K = 1 := by
    rw [← Matrix.exp_add_of_commute _ _ (Commute.neg_left (Commute.refl K))]
    simp
  refine ⟨?_, ?_, ?_⟩
  · change (rotate K P)ᴴ = rotate K P
    simp only [rotate, conjTranspose_mul, ← Matrix.exp_conjTranspose, conjTranspose_neg,
      hK, neg_neg, hP.eq, mul_assoc]
  · -- the inner exponentials cancel
    unfold rotate
    calc NormedSpace.exp K * P * NormedSpace.exp (-K) *
          (NormedSpace.exp K * P * NormedSpace.exp (-K))
        = NormedSpace.exp K * P * (NormedSpace.exp (-K) * NormedSpace.exp K) * P *
          NormedSpace.exp (-K) := by simp only [mul_assoc]
      _ = NormedSpace.exp K * P * NormedSpace.exp (-K) := by
          rw [inv, mul_one, mul_assoc (NormedSpace.exp K) P P, hPP]
  · unfold rotate
    rw [trace_mul_comm, ← mul_assoc, inv, one_mul]
```

## (b) The slope of the energy along a rotation

**Task.** For arbitrary $H$, $P$ and $K$, and real $t$, show that
$$\left.\frac{d}{dt}\operatorname{tr}\bigl(He^{tK}Pe^{-tK}\bigr)\right|_{t=0}=\operatorname{tr}\bigl(H(KP-PK)\bigr).$$

**Solution.** At $t=0$ both exponentials equal $1$, and their derivatives are $K$ and $-K$. The product rule gives
$$\left.\frac{d}{dt}e^{tK}Pe^{-tK}\right|_{t=0}=KP\cdot 1+1\cdot P(-K)=KP-PK.$$
The map $A\mapsto\operatorname{tr}(HA)$ is linear and does not depend on $t$, so it can be applied to this derivative, which gives the right-hand side.

The expression `HasDerivAt f a 0` says that `f` is differentiable at $0$ with derivative `a`. So $\Delta(K)$ is indeed the first-order energy change. In the proof, `h1` and `h2` differentiate the exponentials, `h3` is the product rule, and `L` is the linear map $A\mapsto\operatorname{tr}(HA)$, composed with the rotated density matrix by the chain rule.

```lean
/-- The derivative of the energy along the rotation `exp(tK)`, taken at `t = 0`, is the
first-order change `tr(H(KP - PK))`. -/
theorem hasDerivAt_energy (H P K : Matrix n n 𝕜) :
    HasDerivAt (fun t : ℝ => energy H (rotate (t • K) P)) (firstOrderChange H P K) 0 := by
  have h1 : HasDerivAt (fun t : ℝ => NormedSpace.exp (t • K)) K 0 := by
    have h := hasDerivAt_exp_smul_const K (0 : ℝ)
    simp at h
    exact h
  have h2 : HasDerivAt (fun t : ℝ => NormedSpace.exp (-(t • K))) (-K) 0 := by
    have h := hasDerivAt_exp_smul_const (-K) (0 : ℝ)
    simp at h
    exact h
  -- product rule for the rotated density matrix
  have h3 : HasDerivAt (fun t : ℝ => rotate (t • K) P) (K * P - P * K) 0 := by
    have h := (h1.mul_const P).fun_mul h2
    refine h.congr_deriv ?_
    simp [sub_eq_add_neg]
  -- the energy is a continuous linear function of the density matrix
  let L : Matrix n n 𝕜 →L[ℝ] 𝕜 :=
    { toFun := fun A => trace (H * A)
      map_add' := fun A B => by rw [mul_add, trace_add]
      map_smul' := fun r A => by rw [Matrix.mul_smul, trace_smul, RingHom.id_apply]
      cont := (continuous_const.matrix_mul continuous_id).matrix_trace }
  exact L.hasFDerivAt.comp_hasDerivAt (0 : ℝ) h3
```

## (c) Isolating the generator

**Task.** For arbitrary $H$, $P$ and $K$, show that
$$\Delta(K)=-\operatorname{tr}\bigl(K(HP-PH)\bigr).$$

**Solution.** Cyclicity of the trace gives
$$\operatorname{tr}(HKP)=\operatorname{tr}(KPH),\qquad \operatorname{tr}(HPK)=\operatorname{tr}(KHP).$$
Subtracting the second from the first,
$$\Delta(K)=\operatorname{tr}(KPH)-\operatorname{tr}(KHP)=-\operatorname{tr}\bigl(K(HP-PH)\bigr).$$

The two cyclic moves are `a` and `b` in the Lean proof.

```lean
omit [DecidableEq n] in
/-- The first-order energy change is minus the trace of `K` times the commutator of `H`
and `P`. -/
theorem firstOrderChange_eq (H P K : Matrix n n 𝕜) :
    firstOrderChange H P K = -trace (K * (H * P - P * H)) := by
  have a : trace (H * (K * P)) = trace (K * (P * H)) := by
    rw [trace_mul_comm, mul_assoc]
  have b : trace (H * (P * K)) = trace (K * (H * P)) := by
    rw [← mul_assoc, trace_mul_comm]
  simp only [firstOrderChange, mul_sub, trace_sub, a, b]
  ring
```

## (d) A direction with a definite sign

**Task.** Let $H$ and $P$ be Hermitian and set $C=HP-PH$. Show that
$$\Delta(C)=\sum_{i}\sum_{j}|C_{ij}|^2.$$

**Solution.** The adjoint reverses products, so
$$C^\dagger=(HP)^\dagger-(PH)^\dagger=PH-HP=-C.$$
Part (c) with $K=C$ then gives
$$\Delta(C)=-\operatorname{tr}(CC)=\operatorname{tr}(C^\dagger C).$$
Written in entries,
$$\operatorname{tr}(C^\dagger C)=\sum_i\sum_j\overline{C_{ji}}\,C_{ji}=\sum_i\sum_j|C_{ji}|^2.$$
Exchanging the order of the sums and renaming the indices gives the stated formula.

In the Lean statement the double sum is a real number, read as an element of `𝕜` so that it can be compared with $\Delta(C)$. The proof establishes $C^\dagger=-C$ as `hC`, then uses `generalize` to treat the commutator as a single matrix `C`. `Finset.sum_comm` exchanges the sums, and `RCLike.conj_mul` turns $\overline{z}z$ into $|z|^2$.

```lean
omit [DecidableEq n] in
/-- For Hermitian `H` and `P`, the first-order energy change in the direction
`K = HP - PH` is the sum of the squared moduli of the entries of `HP - PH`. -/
theorem firstOrderChange_commutator {H P : Matrix n n 𝕜} (hH : H.IsHermitian)
    (hP : P.IsHermitian) :
    firstOrderChange H P (H * P - P * H) =
      ((∑ i, ∑ j, ‖(H * P - P * H) i j‖ ^ 2 : ℝ) : 𝕜) := by
  have hC : (H * P - P * H)ᴴ = -(H * P - P * H) := by
    rw [conjTranspose_sub, conjTranspose_mul, conjTranspose_mul, hH.eq, hP.eq, neg_sub]
  rw [firstOrderChange_eq]
  generalize H * P - P * H = C at hC ⊢
  have h : -trace (C * C) = trace (Cᴴ * C) := by rw [hC, neg_mul, trace_neg]
  rw [h]
  simp only [trace, diag_apply, mul_apply, conjTranspose_apply]
  rw [Finset.sum_comm]
  push_cast
  exact Finset.sum_congr rfl fun i _ => Finset.sum_congr rfl fun j _ => RCLike.conj_mul _
```

## (e) The commutation criterion

**Task.** Let $H$ and $P$ be Hermitian. Show that
$$\Delta(K)=0\ \text{ for every } K \text{ with } K^\dagger=-K\quad\Longleftrightarrow\quad HP=PH.$$

**Solution.** Suppose $\Delta(K)=0$ for every anti-Hermitian $K$. By part (d), $C=HP-PH$ is itself anti-Hermitian, so it is an allowed direction, and
$$0=\Delta(C)=\sum_i\sum_j|C_{ij}|^2.$$
A sum of non-negative terms vanishes only if each term does. Hence every $C_{ij}$ is zero and $HP=PH$. Conversely, if $HP=PH$, part (c) gives $\Delta(K)=-\operatorname{tr}(K\cdot 0)=0$ for every $K$.

The Lean statement assumes that $P$ is Hermitian but not that it is a projector, so fractional occupations are covered. Its proof inserts the commutator into the hypothesis `h`, then applies `Finset.sum_eq_zero_iff_of_nonneg` twice, first to the sum over $i$ and then to the sum over $j$.

```lean
omit [DecidableEq n] in
/-- For Hermitian `H` and `P`, the first-order energy change vanishes for every anti-Hermitian `K`
if and only if `H` and `P` commute. -/
theorem firstOrderChange_eq_zero_iff {H P : Matrix n n 𝕜} (hH : H.IsHermitian)
    (hP : P.IsHermitian) :
    (∀ K : Matrix n n 𝕜, Kᴴ = -K → firstOrderChange H P K = 0) ↔ H * P = P * H := by
  constructor
  · intro h
    -- test direction: the commutator itself
    have h0 := h (H * P - P * H) (by
      rw [conjTranspose_sub, conjTranspose_mul, conjTranspose_mul, hH.eq, hP.eq, neg_sub])
    rw [firstOrderChange_commutator hH hP, RCLike.ofReal_eq_zero] at h0
    rw [← sub_eq_zero]
    ext i j
    have hi := (Finset.sum_eq_zero_iff_of_nonneg
      (fun i _ => Finset.sum_nonneg fun j _ => sq_nonneg _)).1 h0 i (Finset.mem_univ i)
    have hij := (Finset.sum_eq_zero_iff_of_nonneg
      (fun j _ => sq_nonneg _)).1 hi j (Finset.mem_univ j)
    exact norm_eq_zero.1 (pow_eq_zero_iff two_ne_zero |>.1 hij)
  · intro h K _
    rw [firstOrderChange_eq, h, sub_self, mul_zero, trace_zero, neg_zero]
```

For non-interacting electrons in a finite orthonormal basis, the entries of $HP-PH$ therefore serve as a residual that is zero exactly when the energy is stationary under orbital rotations, which leave the occupation numbers fixed. In mean-field theory the Fock matrix takes the place of $H$ and itself depends on $P$. The criterion here concerns one given pair $H$, $P$: it contains neither that dependence nor any statement that a self-consistent pair exists or that an iteration finds it.

## (f) Occupied and virtual orbitals

**Task.** Let $H$ be Hermitian and $P$ a Hermitian projector. Show that the energy has zero derivative at $t=0$ along $e^{tK}Pe^{-tK}$ for every anti-Hermitian $K$ if and only if
$$(1-P)HP=0.$$

**Solution.** By part (b) the derivative along $K$ is $\Delta(K)$, so by part (e) stationarity is equivalent to $HP=PH$. It remains to compare this with the block condition.

If $HP=PH$, then
$$(1-P)HP=(1-P)PH=(P-P^2)H=0.$$
Conversely, $(1-P)HP=0$ means $HP=PHP$. The adjoint of this equation is $PH=PHP$, because $H$ and $P$ are Hermitian. Both products equal $PHP$, so $HP=PH$.

Here $P$ projects onto the occupied orbitals and $1-P$ onto the virtual ones, so the condition says that $H$ does not couple the two spaces. Stationary does not mean minimal: the orthogonal projector onto the span of any set of orthonormal eigenvectors of $H$ satisfies the condition, whichever eigenvalues they belong to.

In the Lean proof, `key` is the equivalence of stationarity with $HP=PH$. It relies on the uniqueness of derivatives, `HasDerivAt.unique`, to pass from a zero derivative to $\Delta(K)=0$. The relation $HP=PHP$ is `h1`, and its adjoint is `h2`.

```lean
/-- For Hermitian `H` and a Hermitian projector `P`, the energy is stationary under all
rotations with anti-Hermitian generator if and only if the block `(1 - P)HP` of `H` between
occupied and virtual orbitals vanishes. -/
theorem stationary_iff_block_eq_zero {H P : Matrix n n 𝕜} (hH : H.IsHermitian)
    (hP : P.IsHermitian) (hPP : P * P = P) :
    (∀ K : Matrix n n 𝕜, Kᴴ = -K →
      HasDerivAt (fun t : ℝ => energy H (rotate (t • K) P)) 0 0) ↔
      (1 - P) * H * P = 0 := by
  have key : (∀ K : Matrix n n 𝕜, Kᴴ = -K →
      HasDerivAt (fun t : ℝ => energy H (rotate (t • K) P)) 0 0) ↔ H * P = P * H := by
    rw [← firstOrderChange_eq_zero_iff hH hP]
    refine forall_congr' fun K => imp_congr_right fun _ => ⟨fun h => ?_, fun h => ?_⟩
    · exact (hasDerivAt_energy H P K).unique h
    · exact (hasDerivAt_energy H P K).congr_deriv h
  rw [key]
  constructor
  · intro h
    rw [mul_assoc, h, sub_mul, one_mul, ← mul_assoc, hPP, sub_self]
  · intro h
    have h1 : H * P = P * H * P := by
      rwa [sub_mul, sub_mul, one_mul, sub_eq_zero] at h
    -- the adjoint of this relation gives the other half
    have h2 := congrArg conjTranspose h1
    simp only [conjTranspose_mul, hH.eq, hP.eq] at h2
    exact h1.trans ((mul_assoc P H P).trans h2.symm)
```

## (g) A real matrix H that is not symmetric

**Task.** Take the real matrices
$$H=\begin{pmatrix}0&1\\-1&0\end{pmatrix},\qquad P=\begin{pmatrix}1&0\\0&0\end{pmatrix}.$$
Show that
$$\Delta(K)=0\ \text{ for every real antisymmetric } K,\qquad\text{yet}\qquad HP\neq PH.$$

**Solution.** Number rows and columns $0$ and $1$, as Lean does, and let $M=KP-PK$. Its off-diagonal entries are $M_{10}=K_{10}$ and $M_{01}=-K_{01}$. The diagonal entries of $HM$ are $M_{10}$ and $-M_{01}$, so
$$\Delta(K)=M_{10}-M_{01}=K_{10}+K_{01}=0$$
by antisymmetry. On the other hand,
$$HP=\begin{pmatrix}0&0\\-1&0\end{pmatrix},\qquad PH=\begin{pmatrix}0&1\\0&0\end{pmatrix},$$
which differ in the entry $(0,1)$.

This $H$ is not Hermitian, so it is not the Hamiltonian of an isolated system; the example only tests the hypothesis of part (e). The argument there breaks down because $HP-PH$ is now symmetric and non-zero, so it is no longer an allowed direction. The Lean proof reads the relation between $K_{01}$ and $K_{10}$ off the hypothesis, expands the trace, and finishes with `linarith`; the second half compares the same entry $(0,1)$.

```lean
/-- A real example with symmetric `P` and non-symmetric `H`: the first-order change vanishes
for every antisymmetric `K`, yet `H` and `P` do not commute. -/
theorem symmetry_needed :
    (∀ K : Matrix (Fin 2) (Fin 2) ℝ, Kᴴ = -K →
      firstOrderChange !![0, 1; -1, 0] !![1, 0; 0, 0] K = 0) ∧
    (!![0, 1; -1, 0] * !![1, 0; 0, 0] : Matrix (Fin 2) (Fin 2) ℝ) ≠
      !![1, 0; 0, 0] * !![0, 1; -1, 0] := by
  constructor
  · intro K hK
    have h := congrFun (congrFun hK 0) 1
    simp only [conjTranspose_apply, star_trivial, Matrix.neg_apply] at h
    rw [firstOrderChange, trace_fin_two]
    simp only [Matrix.mul_apply, Matrix.sub_apply, Fin.sum_univ_two]
    simp
    linarith
  · intro h
    have h01 := congrFun (congrFun h 0) 1
    simp [Matrix.mul_apply, Fin.sum_univ_two] at h01

end

end SelfConsistency
```

```lean
#print axioms SelfConsistency.rotate_projector
#print axioms SelfConsistency.firstOrderChange_commutator
#print axioms SelfConsistency.stationary_iff_block_eq_zero
#print axioms SelfConsistency.symmetry_needed
```

```
'SelfConsistency.rotate_projector' depends on axioms: [propext, Classical.choice, Quot.sound]
'SelfConsistency.firstOrderChange_commutator' depends on axioms: [propext, Classical.choice, Quot.sound]
'SelfConsistency.stationary_iff_block_eq_zero' depends on axioms: [propext, Classical.choice, Quot.sound]
'SelfConsistency.symmetry_needed' depends on axioms: [propext, Classical.choice, Quot.sound]
```

## Complex matrices without the Hermitian hypothesis

The example in part (g) depends on the entries of $K$ being real. Over $\mathbb{C}$, the argument of part (e) can be adapted to arbitrary square $H$ and $P$; this variant is derived here by hand only. Any complex matrix can be written as $K=A+iB$ with
$$A=\tfrac12(K-K^\dagger),\qquad B=\tfrac1{2i}(K+K^\dagger),$$
and both $A$ and $B$ are anti-Hermitian. Since $\Delta$ is complex-linear, its vanishing on anti-Hermitian matrices makes it vanish on all matrices. Choosing $K=C^\dagger$ with $C=HP-PH$ in part (c) gives
$$0=\Delta(C^\dagger)=-\operatorname{tr}(C^\dagger C)=-\sum_i\sum_j|C_{ij}|^2,$$
so again $HP=PH$.
